# A Quarter of the Coupling between Distant End Groups Is the Least Maximum Error of a Strictly Local Model

Suppose a strictly local potential misjudges molecules that carry substituents at both ends. Before training it further, one can take the reference energies of the four molecules made from two variants at each end and form their mixed difference. If the four molecules share the same atomic positions and their ends are more than two cutoffs apart, a quarter of its absolute value is a floor under the maximum error on these four molecules, whatever the training data or the number of parameters.

## From the cutoff to the error floor

Let the atoms s sit at fixed positions x_s, and let each have a state z_s, such as its element. A strictly local model with cutoff r ≥ 0 gives the energy Σ_s ε_s(z), where ε_s depends only on the states of atoms within distance r of s. The end groups L and R have variants i and j, each 0 or 1. Write E_ij for the reference energy, P_ij for the prediction, and

C = E_00 + E_11 − E_01 − E_10

for the coupling of the ends.

Assume that every atom of L is more than 2r from every atom of R. If a site s saw an atom l of L and an atom t of R, the triangle inequality would give

d(x_l, x_t) ≤ d(x_l, x_s) + d(x_s, x_t) ≤ 2r,

which is a contradiction. Each site energy is therefore independent of i or independent of j. In either case its own mixed difference vanishes, and summing over the sites gives

P_00 + P_11 = P_01 + P_10.

This is the additive form P_ij = a_i + b_j, with a_i = P_i0 − P_00 and b_j = P_0j.

The residuals e_ij = E_ij − P_ij then satisfy

e_00 + e_11 − e_01 − e_10 = C.

If all four are at most δ in size, then |C| ≤ 4δ, so the maximum error is at least |C|/4.

To reach this value, choose

a_0 = 0, a_1 = E_10 − E_00 + C/2,
b_0 = E_00 − C/4, b_1 = E_01 + C/4.

The first three predictions are P_00 = E_00 − C/4, P_01 = E_01 + C/4 and P_10 = E_10 + C/4. The fourth is

P_11 = E_10 + E_01 − E_00 + 3C/4 = E_11 − C/4.

All residuals have size |C|/4. A local model produces this table if one atom in L, whose state differs between the variants there, carries a_i, a similar atom in R carries b_j, and all other site energies are zero.

The optimal predictions are unique. The four numbers e_00, −e_01, −e_10 and e_11 sum to C, and at the optimum none exceeds |C|/4 in size. Each must therefore equal C/4.

## Four energies and two atoms

Take the invented energies E_00 = 0, E_01 = 30, E_10 = 50 and E_11 = 40 meV. Then C = −40 meV and the floor is 10 meV. The formulas give a = (0, 30) and b = (10, 20), so the predictions are 10, 20, 40 and 50 meV in the same order, with residuals −10, +10, +10 and −10 meV.

The smallest molecule has two atoms at different positions, each forming one end, and r = 0 is allowed. Each atom then sees only itself, and the prediction is visibly a sum of two one-atom terms.

## Molecules and cutoffs in Lean

```lean
import Mathlib

open scoped Classical

namespace StrictlyLocalModels

noncomputable section

variable {ι X Z I J : Type*} [Fintype ι] [MetricSpace X]
```

The finite type `ι` labels the atoms, `X` is the space of positions and `Z` the set of atomic states. The types `I` and `J` label the variants.

```lean
/-- The molecule with variant `i` of the end group `L` and variant `j` of the end group `R`; all
other atoms are in the backbone state `c`. An atom in both sets takes its state from `L`. -/
def molecule (L R : Set ι) (c : ι → Z) (u : I → ι → Z) (v : J → ι → Z) (i : I) (j : J) :
    ι → Z :=
  fun t => if t ∈ L then u i t else if t ∈ R then v j t else c t
```

The functions `u` and `v` supply the states at the two ends, and `c` supplies the backbone. All four molecules share the same sites, so geometric relaxation on substitution is left out.

```lean
/-- The site energies `ε` are strictly local: the energy of an atom depends only on the states
of the atoms within the cutoff `r` of it. -/
def IsStrictlyLocal (pos : ι → X) (r : ℝ) (ε : ι → (ι → Z) → ℝ) : Prop :=
  ∀ s z z', (∀ t, dist (pos s) (pos t) ≤ r → z t = z' t) → ε s z = ε s z'
```

Two configurations that agree within the cutoff of `s` must give `s` the same energy. For a message-passing network, `r` has to be read as the full receptive radius, not the cutoff of one layer. Models with explicit long-range electrostatics generally violate this condition.

The definition demands neither smoothness nor symmetry, and `ε` may differ from site to site. The lower bound therefore holds for every more restricted architecture, while attainment is shown only for this broad class.

```lean
/-- The end groups are distant: their atoms are more than two cutoffs apart. -/
def EndsApart (pos : ι → X) (r : ℝ) (L R : Set ι) : Prop :=
  ∀ l ∈ L, ∀ m ∈ R, 2 * r < dist (pos l) (pos m)

/-- The predicted energy is the sum of the site energies. -/
def totalEnergy (ε : ι → (ι → Z) → ℝ) (z : ι → Z) : ℝ := ∑ s, ε s z

/-- The coupling of the two ends: the mixed difference of the four energies. -/
def coupling (E : Fin 2 → Fin 2 → ℝ) : ℝ := E 0 0 + E 1 1 - E 0 1 - E 1 0

/-- The largest absolute error of the predictions `P` over the four molecules. -/
def maxError (E P : Fin 2 → Fin 2 → ℝ) : ℝ :=
  max (max |E 0 0 - P 0 0| |E 0 1 - P 0 1|) (max |E 1 0 - P 1 0| |E 1 1 - P 1 1|)
```

These are the separation condition, the predicted energy, C and the largest of the four absolute residuals. The reference table `E` is arbitrary; no electronic-structure method is assumed.

## Reading a variant from one atom

```lean
/-- Selects `f 0` if the observed atomic state `x` is that of variant 0, and `f 1` otherwise. -/
def readVariant (w : Fin 2 → Z) (f : Fin 2 → ℝ) (x : Z) : ℝ :=
  if x = w 0 then f 0 else f 1

/-- An atom whose state differs between the two variants reveals which variant is present. -/
theorem readVariant_apply {w : Fin 2 → Z} {f : Fin 2 → ℝ} (h : w 0 ≠ w 1) (i : Fin 2) :
    readVariant w f (w i) = f i := by
  revert i
  rw [Fin.forall_fin_two]
  exact ⟨if_pos rfl, if_neg h.symm⟩
```

`readVariant` turns the state of one atom into a number chosen by the variant. The lemma checks the two values of `i`; the condition `w 0 ≠ w 1` ensures that variant 1 is not mistaken for variant 0.

## No coupling between distant ends

```lean
/-- A strictly local model predicts no coupling between distant end groups, whatever the number
of variants. -/
theorem local_no_coupling {pos : ι → X} {r : ℝ} {L R : Set ι} {c : ι → Z}
    {u : I → ι → Z} {v : J → ι → Z} {ε : ι → (ι → Z) → ℝ}
    (hloc : IsStrictlyLocal pos r ε) (hfar : EndsApart pos r L R) (i i' : I) (j j' : J) :
    totalEnergy ε (molecule L R c u v i j) + totalEnergy ε (molecule L R c u v i' j') =
      totalEnergy ε (molecule L R c u v i j') + totalEnergy ε (molecule L R c u v i' j) := by
  simp only [totalEnergy, ← Finset.sum_add_distrib]
  refine Finset.sum_congr rfl fun s _ => ?_
  by_cases h : ∃ l ∈ L, dist (pos s) (pos l) ≤ r
  · -- a site that sees the end `L` cannot see the end `R`
    obtain ⟨l, hl, hsl⟩ := h
    have key : ∀ k, ε s (molecule L R c u v k j) = ε s (molecule L R c u v k j') :=
      fun k => hloc s _ _ fun t ht => by
        have htR : t ∉ R := fun hR => by
          have h1 := hfar l hl t hR
          have h2 := dist_triangle_left (pos l) (pos t) (pos s)
          linarith
        simp [molecule, htR]
    linarith [key i, key i']
  · -- every other site is blind to the variant at `L`
    have key : ∀ k, ε s (molecule L R c u v i k) = ε s (molecule L R c u v i' k) :=
      fun k => hloc s _ _ fun t ht => by
        have htL : t ∉ L := fun hL => h ⟨t, hL, ht⟩
        simp [molecule, htL]
    linarith [key j, key j']
```

This is the vanishing mixed difference, for any number of variants. `Finset.sum_congr` reduces the equality of sums to one site. The case split asks whether that site sees `L`. If it does, `dist_triangle_left` and `hfar` exclude every visible atom from `R`, so changing `j` has no effect. If it does not, changing `i` has no effect. In both cases `key` records the equal site energies and `linarith` combines them.

## The bound for additive predictions

```lean
/-- The maximum error is at most `δ` exactly when each of the four errors is. -/
theorem maxError_le_iff {E P : Fin 2 → Fin 2 → ℝ} {δ : ℝ} :
    maxError E P ≤ δ ↔ ∀ i j, |E i j - P i j| ≤ δ := by
  simp only [maxError, max_le_iff, Fin.forall_fin_two]

/-- Predictions without coupling have a maximum error of at least a quarter of the absolute
reference coupling. -/
theorem coupling_le_maxError {E P : Fin 2 → Fin 2 → ℝ}
    (hP : P 0 0 + P 1 1 = P 0 1 + P 1 0) : |coupling E| / 4 ≤ maxError E P := by
  have h := maxError_le_iff.1 (le_refl (maxError E P))
  obtain ⟨a1, a2⟩ := abs_le.1 (h 0 0)
  obtain ⟨b1, b2⟩ := abs_le.1 (h 0 1)
  obtain ⟨c1, c2⟩ := abs_le.1 (h 1 0)
  obtain ⟨d1, d2⟩ := abs_le.1 (h 1 1)
  have hc : coupling E = E 0 0 + E 1 1 - E 0 1 - E 1 0 := rfl
  rw [div_le_iff₀ (by norm_num), abs_le]
  constructor <;> linarith
```

The first lemma replaces the maximum by four separate bounds. The second applies it with δ equal to the maximum error itself, splits each absolute value into two inequalities, and lets `linarith` add them as in the derivation by hand.

```lean
/-- Among all additive predictions `a i + b j`, the least possible maximum error is a quarter of
the absolute coupling, and it is attained. -/
theorem least_error_additive (E : Fin 2 → Fin 2 → ℝ) :
    IsLeast {δ | ∃ a b : Fin 2 → ℝ, δ = maxError E (fun i j => a i + b j)}
      (|coupling E| / 4) := by
  constructor
  · -- spread the coupling evenly, with alternating sign, over the four molecules
    refine ⟨![0, E 1 0 - E 0 0 + coupling E / 2],
      ![E 0 0 - coupling E / 4, E 0 1 + coupling E / 4],
      le_antisymm (coupling_le_maxError (by ring)) (maxError_le_iff.2 ?_)⟩
    have h1 := le_abs_self (coupling E)
    have h2 := neg_abs_le (coupling E)
    have hc : coupling E = E 0 0 + E 1 1 - E 0 1 - E 1 0 := rfl
    simp only [Fin.forall_fin_two, Matrix.cons_val_zero, Matrix.cons_val_one, abs_le]
    refine ⟨⟨?_, ?_⟩, ?_, ?_⟩ <;> constructor <;> linarith
  · rintro δ ⟨a, b, rfl⟩
    exact coupling_le_maxError (by ring)
```

`IsLeast` says that the number belongs to the set of achievable maximum errors and that no member is smaller. The two vectors in the first half are the a and b chosen above, and `linarith` checks their residuals. The second half uses the preceding bound, since additive predictions have zero mixed difference.

```lean
/-- If predictions without coupling attain the least maximum error, their four residuals are
a quarter of the coupling with alternating sign. -/
theorem optimal_residuals {E P : Fin 2 → Fin 2 → ℝ}
    (hP : P 0 0 + P 1 1 = P 0 1 + P 1 0) (h : maxError E P = |coupling E| / 4) :
    E 0 0 - P 0 0 = coupling E / 4 ∧ E 0 1 - P 0 1 = -(coupling E / 4) ∧
      E 1 0 - P 1 0 = -(coupling E / 4) ∧ E 1 1 - P 1 1 = coupling E / 4 := by
  have h' := maxError_le_iff.1 h.le
  obtain ⟨a1, a2⟩ := abs_le.1 (h' 0 0)
  obtain ⟨b1, b2⟩ := abs_le.1 (h' 0 1)
  obtain ⟨c1, c2⟩ := abs_le.1 (h' 1 0)
  obtain ⟨d1, d2⟩ := abs_le.1 (h' 1 1)
  have hc : coupling E = E 0 0 + E 1 1 - E 0 1 - E 1 0 := rfl
  rcases abs_cases (coupling E) with ⟨e, _⟩ | ⟨e, _⟩ <;>
    refine ⟨?_, ?_, ?_, ?_⟩ <;> linarith
```

This is the uniqueness argument. `abs_cases` separates the signs of C, and in each case the bounds on the residuals, together with their fixed mixed difference, determine all four values.

## The least error of strictly local models

```lean
variable {pos : ι → X} {r : ℝ} {L R : Set ι} {c : ι → Z} {u v : Fin 2 → ι → Z} {l m : ι}

/-- If each end has an atom whose state differs between its two variants, and the second of these
atoms is not in `L`, every additive table `a i + b j` is the prediction of a strictly local model
with any given cutoff `r ≥ 0`. -/
theorem exists_local_model (hr : 0 ≤ r) (hl : l ∈ L) (hm : m ∈ R) (hmL : m ∉ L)
    (hu : u 0 l ≠ u 1 l) (hv : v 0 m ≠ v 1 m) (a b : Fin 2 → ℝ) :
    ∃ ε : ι → (ι → Z) → ℝ, IsStrictlyLocal pos r ε ∧
      ∀ i j, totalEnergy ε (molecule L R c u v i j) = a i + b j := by
  refine ⟨fun s z => (if s = l then readVariant (fun k => u k l) a (z s) else 0) +
    (if s = m then readVariant (fun k => v k m) b (z s) else 0), ?_, ?_⟩
  · intro s z z' h
    have hs : z s = z' s := h s (by rw [dist_self]; exact hr)
    simp only [hs]
  · intro i j
    have hl' : molecule L R c u v i j l = u i l := by simp [molecule, hl]
    have hm' : molecule L R c u v i j m = v j m := by simp [molecule, hm, hmL]
    have e1 : readVariant (fun k => u k l) a (u i l) = a i :=
      readVariant_apply (w := fun k => u k l) hu i
    have e2 : readVariant (fun k => v k m) b (v j m) = b j :=
      readVariant_apply (w := fun k => v k m) hv j
    simp only [totalEnergy, Finset.sum_add_distrib, Finset.sum_ite_eq', Finset.mem_univ,
      ↓reduceIte, hl', hm', e1, e2]
```

The model places `a` on atom `l` and `b` on atom `m`. It is local because an atom is within any nonnegative cutoff of itself. The sum over sites then leaves just the two chosen terms.

```lean
/-- For distant end groups, each with an atom that distinguishes its two variants, the least
maximum error of all strictly local models with cutoff `r ≥ 0` is a quarter of the absolute
coupling, and it is attained. -/
theorem least_error_strictly_local (hr : 0 ≤ r) (hfar : EndsApart pos r L R)
    (hl : l ∈ L) (hm : m ∈ R) (hu : u 0 l ≠ u 1 l) (hv : v 0 m ≠ v 1 m)
    (E : Fin 2 → Fin 2 → ℝ) :
    IsLeast {δ | ∃ ε : ι → (ι → Z) → ℝ, IsStrictlyLocal pos r ε ∧
      δ = maxError E (fun i j => totalEnergy ε (molecule L R c u v i j))}
      (|coupling E| / 4) := by
  constructor
  · have hmL : m ∉ L := fun h => by
      have h1 := hfar m h m hm
      rw [dist_self] at h1
      linarith
    obtain ⟨a, b, hab⟩ := (least_error_additive E).1
    obtain ⟨ε, hε, h⟩ := exists_local_model (pos := pos) (c := c) hr hl hm hmL hu hv a b
    refine ⟨ε, hε, ?_⟩
    simp only [h]
    exact hab
  · rintro δ ⟨ε, hε, rfl⟩
    exact coupling_le_maxError (local_no_coupling hε hfar 0 1 0 1)
```

This is the main theorem. Attainment combines the optimal additive table with its local realisation; the separation condition supplies `m ∉ L`. The lower bound comes from `local_no_coupling` with variants 0 and 1 at each end.

The hypotheses `hu` and `hv` say that each end has an atom that tells its variants apart. They serve attainment only. If the two variants at `L` differed only in something that the atomic states do not record, such as the spin state, the model would receive the same input for i = 0 and i = 1. With E_0j = 0 and E_1j = 1 the coupling would vanish, yet the maximum error could not fall below 1/2.

For potential fitting, the theorem gives the maximum error that finite range alone forces on four molecules on fixed sites with well-separated ends. Any error above this floor may come from the training, from a more restricted architecture or from a compromise with other data.

## One atom that sees both ends

```lean
/-- If one atom `s` has within its cutoff a distinguishing atom of each end, the second not in
`L`, some strictly local model reproduces all four reference energies exactly. -/
theorem exact_of_common_neighbour {s : ι} (hsl : dist (pos s) (pos l) ≤ r)
    (hsm : dist (pos s) (pos m) ≤ r) (hl : l ∈ L) (hm : m ∈ R) (hmL : m ∉ L)
    (hu : u 0 l ≠ u 1 l) (hv : v 0 m ≠ v 1 m) (E : Fin 2 → Fin 2 → ℝ) :
    ∃ ε : ι → (ι → Z) → ℝ, IsStrictlyLocal pos r ε ∧
      ∀ i j, totalEnergy ε (molecule L R c u v i j) = E i j := by
  -- the site `s` reads both variants and carries the whole energy
  refine ⟨fun t z => if t = s then readVariant (fun k => u k l)
    (fun i => readVariant (fun k => v k m) (E i) (z m)) (z l) else 0, ?_, ?_⟩
  · intro t z z' h
    by_cases ht : t = s
    · have h1 : z l = z' l := h l (by rw [ht]; exact hsl)
      have h2 : z m = z' m := h m (by rw [ht]; exact hsm)
      simp only [h1, h2]
    · simp only [if_neg ht]
  · intro i j
    have hl' : molecule L R c u v i j l = u i l := by simp [molecule, hl]
    have hm' : molecule L R c u v i j m = v j m := by simp [molecule, hm, hmL]
    simp only [totalEnergy, Finset.sum_ite_eq', Finset.mem_univ, ↓reduceIte, hl', hm']
    exact (readVariant_apply (w := fun k => u k l)
      (f := fun i => readVariant (fun k => v k m) (E i) (v j m)) hu i).trans
      (readVariant_apply (w := fun k => v k m) (f := E i) hv j)

end

end StrictlyLocalModels
```

Here a single site `s` has a distinguishing atom of each end within its cutoff. It reads both variants through nested calls of `readVariant` and carries the whole energy E_ij, while every other site contributes zero. The floor then disappears for any reference table. A separation of at most 2r does not by itself provide such a site: some atom, possibly one of the two distinguishing atoms, must lie within r of both.

```lean
#print axioms StrictlyLocalModels.optimal_residuals
#print axioms StrictlyLocalModels.least_error_strictly_local
#print axioms StrictlyLocalModels.exact_of_common_neighbour
```

```
'StrictlyLocalModels.optimal_residuals' depends on axioms: [propext, Classical.choice, Quot.sound]
'StrictlyLocalModels.least_error_strictly_local' depends on axioms: [propext, Classical.choice, Quot.sound]
'StrictlyLocalModels.exact_of_common_neighbour' depends on axioms: [propext, Classical.choice, Quot.sound]
```
